# Composing two subluminal velocities gives a subluminal velocity, and the reversed frame velocity undoes it

A code that changes frames by plain vector addition turns two parallel velocities of 0.8, in units of the speed of light, into 1.6. The next evaluation of the Lorentz factor then takes the square root of a negative number. The relativistic composition law gives \(1.6/1.64\approx 0.976\) instead.

## The composition law and its three properties

Let \(u\) be the velocity of a moving frame in the laboratory and \(v\) the velocity of a particle measured in that frame, with \(c=1\) and the axes of the two frames related by a pure boost. For \(\|u\|<1\), put \(\gamma_u=1/\sqrt{1-\|u\|^2}\). The laboratory velocity of the particle is

\[
u\oplus v=\frac{1}{1+\langle u,v\rangle}\left(u+\frac{v}{\gamma_u}+\frac{\gamma_u\langle u,v\rangle}{1+\gamma_u}\,u\right).
\]

If \(\|u\|<1\) and \(\|v\|<1\), then

\[
\|u\oplus v\|<1,\qquad
\gamma_{u\oplus v}=\gamma_u\gamma_v(1+\langle u,v\rangle),\qquad
(-u)\oplus(u\oplus v)=v .
\]

## Frame changes in particle codes

A relativistic particle code can draw velocities in the rest frame of a drifting plasma and use the law to transfer each of them to the laboratory. To represent the laboratory distribution, the transferred particles must also be weighted or selected in proportion to \(1+\langle u,v\rangle\), because the density of the particles that have velocity \(v\) in the rest frame is multiplied by \(\gamma_u(1+\langle u,v\rangle)\) in the laboratory. The result covers only the transfer of each velocity, in exact arithmetic, and neither the weighting nor the dynamics. The third property supplies the transfer back.

The second property also helps with rounding. For parallel velocities \(u=v=1-10^{-9}\), the composed speed differs from 1 by about \(5\times10^{-19}\), which double precision rounds to exactly 1. Recomputing the Lorentz factor from that speed divides by zero, while the product formula gives about \(10^9\).

## Derivation from the inverse Lorentz factor

Write \(h=1/\gamma_u\), so that \(h>0\) and \(\|u\|^2=1-h^2\). Also write \(s=\langle u,v\rangle\) and \(D=1+s\). Since \(\gamma_u/(1+\gamma_u)=1/(1+h)\),

\[
u\oplus v=\frac{A\,u+h\,v}{D},\qquad A=1+\frac{s}{1+h}.
\]

The denominator is positive by Cauchy–Schwarz: \(s\ge-\|u\|\|v\|\ge-\|u\|>-1\). This needs only \(\|v\|\le1\).

**Speed and Lorentz factor.** Expanding the square gives

\[
D^2\|u\oplus v\|^2=A^2(1-h^2)+2Ahs+h^2\|v\|^2 .
\]

The first two terms are

\[
A^2(1-h^2)=1-h^2+2s(1-h)+s^2\,\frac{1-h}{1+h},
\qquad
2Ahs=2hs+\frac{2hs^2}{1+h}.
\]

They add up to \(1-h^2+2s+s^2=D^2-h^2\). Hence

\[
1-\|u\oplus v\|^2=\frac{h^2(1-\|v\|^2)}{D^2}
=\frac{(1-\|u\|^2)(1-\|v\|^2)}{(1+\langle u,v\rangle)^2}.
\]

For subluminal \(u\) and \(v\) the right side is positive, which is the speed bound. The reciprocal of its square root is the formula for the Lorentz factor, because \(D>0\).

**Cancellation.** Let \(w=u\oplus v\). Then

\[
\langle u,w\rangle=\frac{A(1-h^2)+hs}{D}=\frac{1-h^2+s}{D},
\qquad 1-\langle u,w\rangle=\frac{h^2}{D}.
\]

The velocity \(-u\) has the same \(h\), so

\[
(-u)\oplus w=\frac{D}{h^2}\left[-\left(1-\frac{\langle u,w\rangle}{1+h}\right)u+\frac hD(Au+hv)\right].
\]

Multiplied by \(D(1+h)\), the coefficient of \(u\) in the bracket is

\[
-\bigl[(1+s)(1+h)-(1-h^2+s)\bigr]+h(1+h+s)=0 .
\]

The coefficient of \(v\) in the whole expression is \((D/h^2)(h^2/D)=1\), so \((-u)\oplus w=v\).

**The limit \(\|v\|=1\).** The product formula becomes \(1-\|u\oplus v\|^2=0\), so light keeps its speed in every subluminal frame.

**Collinear velocities.** For \(u=ae\), \(v=be\) with \(\|e\|=1\), \(|a|<1\) and \(|b|\le1\), we have \(a^2=(1-h)(1+h)\). Thus \(Aa+hb=a+b(1-h)+hb=a+b\), and \((1+ab)(u\oplus v)=(a+b)e\).

**Relative velocity.** If \(u\oplus v=w\), cancellation gives \(v=(-u)\oplus w\). Cancellation with \(-u\) in place of \(u\) gives the converse.

## The Lean file

```lean
import Mathlib

open scoped InnerProductSpace

namespace RelativisticVelocityAddition

noncomputable section

variable {V : Type*} [NormedAddCommGroup V] [InnerProductSpace ℝ V]

/-- The Lorentz factor of a velocity `u`, in units where the speed of light is one. -/
def gamma (u : V) : ℝ := 1 / √(1 - ‖u‖ ^ 2)

/-- The relativistic composition of the velocities `u` and `v`. -/
def vadd (u v : V) : V :=
  (1 + ⟪u, v⟫_ℝ)⁻¹ •
    (u + (1 / gamma u) • v + (gamma u * ⟪u, v⟫_ℝ / (1 + gamma u)) • u)

omit [InnerProductSpace ℝ V] in
/-- For a subluminal velocity there is a positive `h` with `‖u‖² = 1 - h²`. -/
theorem exists_inverse_gamma {u : V} (hu : ‖u‖ < 1) :
    ∃ h : ℝ, 0 < h ∧ ‖u‖ ^ 2 = 1 - h ^ 2 := by
  have hp : 0 < 1 - ‖u‖ ^ 2 := by nlinarith [norm_nonneg u]
  refine ⟨√(1 - ‖u‖ ^ 2), Real.sqrt_pos.2 hp, ?_⟩
  rw [Real.sq_sqrt hp.le]
  ring

/-- The composition law written with `h`, where `h > 0` and `‖u‖² = 1 - h²`. -/
theorem vadd_eq {u : V} (v : V) {h : ℝ} (hpos : 0 < h) (hh : ‖u‖ ^ 2 = 1 - h ^ 2) :
    vadd u v = (1 + ⟪u, v⟫_ℝ)⁻¹ • ((1 + ⟪u, v⟫_ℝ / (1 + h)) • u + h • v) := by
  have hg : gamma u = 1 / h := by
    rw [gamma, hh, sub_sub_cancel, Real.sqrt_sq hpos.le]
  have e : 1 / h * ⟪u, v⟫_ℝ / (1 + 1 / h) = ⟪u, v⟫_ℝ / (1 + h) := by
    have h1 : 1 + 1 / h ≠ 0 := by positivity
    have h2 : 1 + h ≠ 0 := by positivity
    rw [div_eq_div_iff h1 h2]
    field_simp
    ring
  rw [vadd, hg, e, one_div_one_div]
  congr 1
  module

/-- The denominator of the composition law is positive when `u` is subluminal and `v` does
not exceed the speed of light. -/
theorem one_add_inner_pos {u v : V} (hu : ‖u‖ < 1) (hv : ‖v‖ ≤ 1) :
    0 < 1 + ⟪u, v⟫_ℝ := by
  have h1 := (abs_le.1 (abs_real_inner_le_norm u v)).1
  have h2 : ‖u‖ * ‖v‖ ≤ ‖u‖ := mul_le_of_le_one_right (norm_nonneg u) hv
  linarith

/-- For `‖u‖ < 1` and `‖v‖ ≤ 1`, the quantity `1 - ‖·‖²` of the composed velocity is the product of
those of the two velocities, divided by `(1 + ⟨u, v⟩)²`. -/
theorem one_sub_norm_sq_vadd {u v : V} (hu : ‖u‖ < 1) (hv : ‖v‖ ≤ 1) :
    1 - ‖vadd u v‖ ^ 2 = (1 - ‖u‖ ^ 2) * (1 - ‖v‖ ^ 2) / (1 + ⟪u, v⟫_ℝ) ^ 2 := by
  obtain ⟨h, hpos, hh⟩ := exists_inverse_gamma hu
  have hs : 1 + ⟪u, v⟫_ℝ ≠ 0 := (one_add_inner_pos hu hv).ne'
  have h1 : 1 + h ≠ 0 := by positivity
  -- squared norm of a combination of the two velocities
  have comb : ∀ a b : ℝ, ‖a • u + b • v‖ ^ 2 =
      a ^ 2 * ‖u‖ ^ 2 + 2 * (a * b * ⟪u, v⟫_ℝ) + b ^ 2 * ‖v‖ ^ 2 := by
    intro a b
    rw [norm_add_sq_real]
    simp only [norm_smul, mul_pow, Real.norm_eq_abs, sq_abs, real_inner_smul_left,
      real_inner_smul_right]
    ring
  rw [vadd_eq v hpos hh, norm_smul, mul_pow, comb, hh, Real.norm_eq_abs, sq_abs]
  field_simp
  ring

/-- For `‖u‖ < 1` and `‖v‖ ≤ 1`, composing `-u` with the composition of `u` and `v` gives `v`. -/
theorem neg_vadd_cancel {u v : V} (hu : ‖u‖ < 1) (hv : ‖v‖ ≤ 1) :
    vadd (-u) (vadd u v) = v := by
  obtain ⟨h, hpos, hh⟩ := exists_inverse_gamma hu
  have hs : 1 + ⟪u, v⟫_ℝ ≠ 0 := (one_add_inner_pos hu hv).ne'
  have h0 : h ≠ 0 := hpos.ne'
  have h1 : 1 + h ≠ 0 := by positivity
  -- inner product of `u` with the composed velocity
  have hp : ⟪u, vadd u v⟫_ℝ = (1 - h ^ 2 + ⟪u, v⟫_ℝ) / (1 + ⟪u, v⟫_ℝ) := by
    rw [vadd_eq v hpos hh, real_inner_smul_right, inner_add_right, real_inner_smul_right,
      real_inner_smul_right, real_inner_self_eq_norm_sq, hh]
    field_simp
    ring
  have hn : ‖-u‖ ^ 2 = 1 - h ^ 2 := by rw [norm_neg, hh]
  rw [vadd_eq (vadd u v) hpos hn, inner_neg_left, hp, vadd_eq v hpos hh]
  generalize ⟪u, v⟫_ℝ = s at hs ⊢
  -- collect the coefficients of `u` and `v`
  have collect : ∀ k A r c : ℝ, k • (A • (-u) + h • (r • (c • u + h • v))) =
      (k * (-A + h * (r * c))) • u + (k * (h * (r * h))) • v := by
    intro k A r c
    module
  have e1 : 1 + -((1 - h ^ 2 + s) / (1 + s)) = h ^ 2 / (1 + s) := by
    field_simp
    ring
  have e2 : -(1 + -((1 - h ^ 2 + s) / (1 + s)) / (1 + h)) +
      h * ((1 + s)⁻¹ * (1 + s / (1 + h))) = 0 := by
    field_simp
    ring
  have e3 : (h ^ 2 / (1 + s))⁻¹ * (h * ((1 + s)⁻¹ * h)) = 1 := by
    field_simp
  rw [collect, e2, e1, e3, mul_zero, zero_smul, one_smul, zero_add]

/-- Two subluminal velocities compose to a subluminal velocity, whose Lorentz factor is
`γ(u) γ(v) (1 + ⟨u, v⟩)`, and composing it with `-u` gives back `v`. -/
theorem velocity_addition {u v : V} (hu : ‖u‖ < 1) (hv : ‖v‖ < 1) :
    ‖vadd u v‖ < 1 ∧
      gamma (vadd u v) = gamma u * gamma v * (1 + ⟪u, v⟫_ℝ) ∧
      vadd (-u) (vadd u v) = v := by
  have hs := one_add_inner_pos hu hv.le
  have key := one_sub_norm_sq_vadd hu hv.le
  have pu : 0 < 1 - ‖u‖ ^ 2 := by nlinarith [norm_nonneg u]
  have pv : 0 < 1 - ‖v‖ ^ 2 := by nlinarith [norm_nonneg v]
  refine ⟨?_, ?_, neg_vadd_cancel hu hv.le⟩
  · have hpos : 0 < 1 - ‖vadd u v‖ ^ 2 := by
      rw [key]
      exact div_pos (mul_pos pu pv) (pow_pos hs 2)
    nlinarith [norm_nonneg (vadd u v)]
  · -- take the square root of the product formula
    rw [gamma, key, Real.sqrt_div (mul_pos pu pv).le, Real.sqrt_mul pu.le,
      Real.sqrt_sq hs.le, one_div_div, gamma, gamma]
    ring

/-- If `u` is subluminal and `v` has the speed of light, then `vadd u v` has the speed of light. -/
theorem light_speed_invariant {u v : V} (hu : ‖u‖ < 1) (hv : ‖v‖ = 1) :
    ‖vadd u v‖ = 1 := by
  have key := one_sub_norm_sq_vadd hu hv.le
  have hz : (1 : ℝ) - 1 ^ 2 = 0 := by norm_num
  rw [hv, hz, mul_zero, zero_div] at key
  have h2 : ‖vadd u v‖ ^ 2 = 1 := by linarith
  nlinarith [norm_nonneg (vadd u v)]

/-- For `|a| < 1` and `|b| ≤ 1`, the velocities `a e` and `b e` along a unit vector `e` compose to a
velocity `w` with `(1 + a b) w = (a + b) e`. -/
theorem collinear_addition {e : V} (he : ‖e‖ = 1) {a b : ℝ} (ha : |a| < 1) (hb : |b| ≤ 1) :
    (1 + a * b) • vadd (a • e) (b • e) = (a + b) • e := by
  have na : ‖a • e‖ = |a| := by rw [norm_smul, he, mul_one, Real.norm_eq_abs]
  have nb : ‖b • e‖ = |b| := by rw [norm_smul, he, mul_one, Real.norm_eq_abs]
  have hi : ⟪a • e, b • e⟫_ℝ = a * b := by
    rw [real_inner_smul_left, real_inner_smul_right, real_inner_self_eq_norm_sq, he]
    ring
  have hs := one_add_inner_pos (na.trans_lt ha) (nb.trans_le hb)
  rw [hi] at hs
  obtain ⟨h, hpos, hh⟩ := exists_inverse_gamma (na.trans_lt ha)
  have h1 : 1 + h ≠ 0 := by positivity
  have ha2 : a ^ 2 = 1 - h ^ 2 := by rw [← hh, na, sq_abs]
  have e1 : a * b / (1 + h) * a = b * (1 - h) := by
    rw [div_mul_eq_mul_div, div_eq_iff h1]
    linear_combination b * ha2
  have e2 : (1 + a * b / (1 + h)) * a + h * b = a + b := by
    linear_combination e1
  rw [vadd_eq (b • e) hpos hh, hi, smul_inv_smul₀ hs.ne', smul_smul, smul_smul,
    ← add_smul, e2]

/-- For subluminal velocities, `u` composed with `v` equals `w` exactly when `v` is `-u`
composed with `w`. -/
theorem relative_velocity_iff {u v w : V} (hu : ‖u‖ < 1) (hv : ‖v‖ < 1) (hw : ‖w‖ < 1) :
    vadd u v = w ↔ v = vadd (-u) w := by
  constructor
  · intro h
    rw [← h, neg_vadd_cancel hu hv.le]
  · intro h
    have hn : ‖-u‖ < 1 := by rwa [norm_neg]
    have hc := neg_vadd_cancel hn hw.le
    rw [neg_neg] at hc
    rw [h, hc]

end

end RelativisticVelocityAddition
```

```lean
#print axioms RelativisticVelocityAddition.velocity_addition
#print axioms RelativisticVelocityAddition.light_speed_invariant
#print axioms RelativisticVelocityAddition.collinear_addition
#print axioms RelativisticVelocityAddition.relative_velocity_iff
```

```
'RelativisticVelocityAddition.velocity_addition' depends on axioms: [propext, Classical.choice, Quot.sound]
'RelativisticVelocityAddition.light_speed_invariant' depends on axioms: [propext, Classical.choice, Quot.sound]
'RelativisticVelocityAddition.collinear_addition' depends on axioms: [propext, Classical.choice, Quot.sound]
'RelativisticVelocityAddition.relative_velocity_iff' depends on axioms: [propext, Classical.choice, Quot.sound]
```

## Reach of the theorems and structure of the proof

The type `V` is any real inner-product space, so ordinary three-dimensional velocities are included and no dimension is fixed. `gamma u` is \(\gamma_u\), `vadd u v` is \(u\oplus v\), and `⟪u, v⟫_ℝ` is the inner product. The theorem `velocity_addition` takes the hypotheses `‖u‖ < 1` and `‖v‖ < 1` and returns the three properties together. `light_speed_invariant`, `collinear_addition` and `relative_velocity_iff` state the last three results of the derivation; the relative-velocity equivalence assumes that `u`, `v` and `w` are all subluminal.

The composition law enters as a definition and is not derived from Lorentz transformations. The theorems concern real numbers, so they put no bound on rounding error.

The speed limit on \(v\) matters. For a unit vector \(e\), take \(u=e/2\) and \(v=-2e\): then \(1+\langle u,v\rangle=0\) and the law has no value. Lean's convention for division by zero makes `vadd u v` zero, and composing with \(-u\) then returns \(-u\), not \(v\).

The proof follows the derivation:

- `exists_inverse_gamma` supplies \(h\), and `vadd_eq` rewrites the law with it.
- `one_add_inner_pos` is the Cauchy–Schwarz step.
- In `one_sub_norm_sq_vadd`, the local statement `comb` expands the squared norm; `field_simp` clears the denominators and `ring` checks the remaining polynomial identity.
- In `neg_vadd_cancel`, `hp` computes \(\langle u,w\rangle\) and `collect` gathers the coefficients of \(u\) and \(v\). Then `e1` gives \(1-\langle u,w\rangle=h^2/D\), `e2` makes the coefficient of \(u\) vanish, and `e3` makes that of \(v\) equal to one.
- `velocity_addition` reads the speed bound off the sign of the product formula and obtains the Lorentz factor from its square root.
